# A Fejér taper keeps a stable finite-range harmonic chain stable

## Can weakening the couplings create an unstable mode?

Take a harmonic chain with one displacement per cell. The coupling $\Phi(R)=\Phi(-R)$ is the second derivative of the energy with respect to two displacements $R$ cells apart; $\Phi(0)$ is the self-term, and $\Phi(R)$ is nonzero for only finitely many integers $R$. With $D(q)=\sum_R\Phi(R)\cos(Rq)$, a mode of wave number $q$ has $M\omega^2=D(q)$, where $M$ is the atomic mass. Suppose the chain is stable, in the sense that $D(q)\ge 0$ for every $q$. If I cut the couplings off at some range, $D$ can become negative. I am told that the weights $1-|R|/P$ for $|R|<P$ avoid this. But they also discard couplings, and they weaken stabilising and destabilising ones alike. Why is the result never negative?

## The tapered sum is an energy of two cut-off waves

Write the tapered sum at wave number $x$, for an integer $P\ge1$, as
$$T_P(x)=\sum_{|R|<P}\Bigl(1-\frac{|R|}{P}\Bigr)\Phi(R)\cos(Rx).$$
Displace only the sites $0,\dots,P-1$, by real amounts $u_a$, and hold all other atoms fixed. The energy is
$$E_P(u)=\tfrac12\sum_{a,b=0}^{P-1}u_a\,\Phi(a-b)\,u_b .$$
$T_P(x)$ is a positive multiple of a sum of two such energies, and a stable chain makes each of them nonnegative.

**Energies from $D$.** For an integer $m$, the product formula for cosines gives
$$\int_0^{2\pi}\!D(q)\cos(mq)\,dq=\sum_R\frac{\Phi(R)}2\int_0^{2\pi}\![\cos((R-m)q)+\cos((R+m)q)]\,dq=\pi[\Phi(m)+\Phi(-m)],$$
since a cosine of integer wave number integrates to zero unless that number is zero. Also $\bigl|\sum_a u_ae^{iaq}\bigr|^2=\sum_{a,b}u_au_b\cos((a-b)q)$. Hence
$$0\le\int_0^{2\pi}\!D(q)\Bigl|\sum_a u_ae^{iaq}\Bigr|^2dq=\pi\sum_{a,b}u_au_b[\Phi(a-b)+\Phi(b-a)]=4\pi E_P(u),$$
where exchanging $a$ and $b$ shows that the two terms contribute equally.

**Weights from counting.** Insert $u_a=\cos(ax)$ and then $u_a=\sin(ax)$. Adding the energies and using $\cos(ax)\cos(bx)+\sin(ax)\sin(bx)=\cos((a-b)x)$,
$$2[E_P(\cos)+E_P(\sin)]=\sum_{a,b}\Phi(a-b)\cos((a-b)x)=\sum_{|R|<P}(P-|R|)\Phi(R)\cos(Rx)=P\,T_P(x),$$
because $P-|R|$ ordered pairs in the window have separation $R$. Dividing by $P$ gives $T_P(x)\ge0$.

## What the Lean theorem says

`taper_nonneg` states that if `dyn Φ q` is nonnegative for every real `q`, then `taper Φ P x` is nonnegative for every natural number `P` with `1 ≤ P` and every real `x`. Here `dyn` is $D$, without division by the mass, `taper` is $T_P$ and `clusterEnergy` is $E_P$. The type `ℤ →₀ ℝ` expresses finite range, and `Ioo (-(P : ℤ)) (P : ℤ)` is the set $|R|<P$. Evenness is not assumed: only the even part of $\Phi$ enters these sums.

The result bears on phonon calculations with truncated force constants, for a scalar chain of finite range. The step to a real crystal, where $D(q)$ is a matrix over atoms and directions, is not supplied by these hypotheses.

```lean
import Mathlib

open Finset Real

namespace FejerTaper

noncomputable section

/-- The dynamical function `D(q) = ∑ Φ(R) cos(Rq)` of a chain with finitely many nonzero
couplings `Φ(R)`. -/
def dyn (Φ : ℤ →₀ ℝ) (q : ℝ) : ℝ := Φ.sum fun R c => c * cos (R * q)

/-- The harmonic energy `½ ∑ u_a Φ(a-b) u_b` when only the sites `0, …, P-1` are displaced. -/
def clusterEnergy (Φ : ℤ →₀ ℝ) (P : ℕ) (u : ℕ → ℝ) : ℝ :=
  1 / 2 * ∑ a ∈ range P, ∑ b ∈ range P, u a * Φ ((a : ℤ) - b) * u b

/-- The Fejér-tapered dynamical function, for `P ≥ 1`: couplings of range `|R| < P` are kept
with weight `1 - |R|/P`. -/
def taper (Φ : ℤ →₀ ℝ) (P : ℕ) (x : ℝ) : ℝ :=
  ∑ R ∈ Ioo (-(P : ℤ)) (P : ℤ), (1 - |(R : ℝ)| / P) * Φ R * cos (R * x)

/-- The dynamical function is additive in the couplings. -/
theorem dyn_add (Φ Ψ : ℤ →₀ ℝ) (q : ℝ) : dyn (Φ + Ψ) q = dyn Φ q + dyn Ψ q :=
  Finsupp.sum_add_index' (fun _ => by simp) (fun _ _ _ => by ring)

/-- A single coupling `c` at separation `R` contributes `c cos(Rq)`. -/
theorem dyn_single (R : ℤ) (c q : ℝ) : dyn (Finsupp.single R c) q = c * cos (R * q) :=
  Finsupp.sum_single_index (by simp)

/-- The dynamical function is continuous in the wave number. -/
theorem dyn_continuous (Φ : ℤ →₀ ℝ) : Continuous (dyn Φ) := by
  unfold dyn Finsupp.sum
  exact continuous_finsetSum _ fun R _ => by fun_prop

/-- Integrating `D(q) cos(mq)` over one period gives `π` times the sum of the couplings at
separations `m` and `-m`. -/
theorem integral_dyn_mul_cos (Φ : ℤ →₀ ℝ) (m : ℤ) :
    ∫ q in (0 : ℝ)..2 * π, dyn Φ q * cos (m * q) = π * (Φ m + Φ (-m)) := by
  -- a cosine with integer wave number averages to zero unless it is constant
  have hcos : ∀ n : ℤ, ∫ q in (0 : ℝ)..2 * π, cos (n * q) = if n = 0 then 2 * π else 0 := by
    intro n
    by_cases hn : n = 0
    · subst hn
      simp
    · have hn' : (n : ℝ) ≠ 0 := Int.cast_ne_zero.2 hn
      have hs : sin ((n : ℝ) * (2 * π)) = 0 := by
        rw [show (n : ℝ) * (2 * π) = ((2 * n : ℤ) : ℝ) * π by push_cast; ring]
        exact Real.sin_int_mul_pi _
      rw [intervalIntegral.integral_comp_mul_left Real.cos hn', integral_cos, hs, if_neg hn]
      simp
  refine Finsupp.induction_linear Φ ?_ ?_ ?_
  · simp [dyn]
  · intro f g hf hg
    simp only [dyn_add, add_mul]
    rw [intervalIntegral.integral_add, hf, hg]
    · simp only [Finsupp.add_apply]
      ring
    · exact ((dyn_continuous f).mul (by fun_prop)).intervalIntegrable _ _
    · exact ((dyn_continuous g).mul (by fun_prop)).intervalIntegrable _ _
  · intro R c
    have key : ∀ q : ℝ, dyn (Finsupp.single R c) q * cos (m * q)
        = c / 2 * (cos (((R - m : ℤ) : ℝ) * q) + cos (((R + m : ℤ) : ℝ) * q)) := by
      intro q
      rw [dyn_single]
      push_cast
      rw [sub_mul, add_mul, Real.cos_sub, Real.cos_add]
      ring
    simp only [key]
    rw [intervalIntegral.integral_const_mul, intervalIntegral.integral_add, hcos, hcos,
      Finsupp.single_apply, Finsupp.single_apply]
    · simp only [sub_eq_zero, add_eq_zero_iff_eq_neg]
      split_ifs <;> ring
    · exact Continuous.intervalIntegrable (by fun_prop) _ _
    · exact Continuous.intervalIntegrable (by fun_prop) _ _

/-- If `D(q) ≥ 0` for all `q`, every displacement of a finite cluster costs nonnegative
harmonic energy. -/
theorem clusterEnergy_nonneg (Φ : ℤ →₀ ℝ) (h : ∀ q, 0 ≤ dyn Φ q) (P : ℕ) (u : ℕ → ℝ) :
    0 ≤ clusterEnergy Φ P u := by
  -- `D(q)` times the squared modulus of the Fourier transform of `u`
  have key : ∀ q : ℝ, dyn Φ q * ((∑ a ∈ range P, u a * cos (a * q)) ^ 2
      + (∑ a ∈ range P, u a * sin (a * q)) ^ 2) = ∑ a ∈ range P, ∑ b ∈ range P,
        u a * u b * (dyn Φ q * cos ((((a : ℤ) - b : ℤ) : ℝ) * q)) := by
    intro q
    rw [sq, sq, sum_mul_sum, sum_mul_sum, ← sum_add_distrib, mul_sum]
    refine sum_congr rfl fun a _ => ?_
    rw [← sum_add_distrib, mul_sum]
    refine sum_congr rfl fun b _ => ?_
    push_cast
    rw [sub_mul, Real.cos_sub]
    ring
  have h0 : 0 ≤ ∫ q in (0 : ℝ)..2 * π, ∑ a ∈ range P, ∑ b ∈ range P,
      u a * u b * (dyn Φ q * cos ((((a : ℤ) - b : ℤ) : ℝ) * q)) :=
    intervalIntegral.integral_nonneg (by positivity) fun q _ =>
      (mul_nonneg (h q) (add_nonneg (sq_nonneg _) (sq_nonneg _))).trans_eq (key q)
  have hc : ∀ a b : ℕ, Continuous fun q : ℝ =>
      u a * u b * (dyn Φ q * cos ((((a : ℤ) - b : ℤ) : ℝ) * q)) := fun a b =>
    continuous_const.mul ((dyn_continuous Φ).mul (by fun_prop))
  have hI : ∫ q in (0 : ℝ)..2 * π, ∑ a ∈ range P, ∑ b ∈ range P,
      u a * u b * (dyn Φ q * cos ((((a : ℤ) - b : ℤ) : ℝ) * q))
      = π * (∑ a ∈ range P, ∑ b ∈ range P, u a * Φ ((a : ℤ) - b) * u b
        + ∑ a ∈ range P, ∑ b ∈ range P, u a * Φ (-((a : ℤ) - b)) * u b) := by
    rw [intervalIntegral.integral_finsetSum, ← sum_add_distrib, mul_sum]
    · refine sum_congr rfl fun a _ => ?_
      rw [intervalIntegral.integral_finsetSum, ← sum_add_distrib, mul_sum]
      · refine sum_congr rfl fun b _ => ?_
        rw [intervalIntegral.integral_const_mul, integral_dyn_mul_cos]
        ring
      · exact fun b _ => (hc a b).intervalIntegrable _ _
    · exact fun a _ => (continuous_finsetSum _ fun b _ => hc a b).intervalIntegrable _ _
  -- exchanging the two atoms of a pair identifies the two sums
  have hswap : ∑ a ∈ range P, ∑ b ∈ range P, u a * Φ (-((a : ℤ) - b)) * u b
      = ∑ a ∈ range P, ∑ b ∈ range P, u a * Φ ((a : ℤ) - b) * u b := by
    rw [sum_comm]
    refine sum_congr rfl fun a _ => sum_congr rfl fun b _ => ?_
    rw [neg_sub]
    ring
  rw [hI, hswap] at h0
  have h1 := (mul_nonneg_iff_of_pos_left Real.pi_pos).1 h0
  unfold clusterEnergy
  linarith

/-- Among `P` consecutive sites, the separation `R` with `|R| < P` occurs `P - |R|` times. -/
theorem sum_pairs (g : ℤ → ℝ) (P : ℕ) :
    ∑ a ∈ range P, ∑ b ∈ range P, g ((a : ℤ) - b)
      = ∑ R ∈ Ioo (-(P : ℤ)) (P : ℤ), ((P : ℝ) - |(R : ℝ)|) * g R := by
  -- a new site at the end of the window adds one pair of each separation
  have hnew : ∀ p : ℕ, ∑ a ∈ range p, g ((a : ℤ) - p) + ∑ b ∈ range p, g ((p : ℤ) - b) + g 0
      = ∑ R ∈ Ioo (-((p + 1 : ℕ) : ℤ)) ((p + 1 : ℕ) : ℤ), g R := by
    intro p
    induction p with
    | zero =>
      have : Ioo (-((0 + 1 : ℕ) : ℤ)) ((0 + 1 : ℕ) : ℤ) = {0} := by
        ext R
        simp only [mem_Ioo, mem_singleton]
        omega
      rw [this]
      simp
    | succ p ih =>
      have : Ioo (-((p + 1 + 1 : ℕ) : ℤ)) ((p + 1 + 1 : ℕ) : ℤ) = insert ((p : ℤ) + 1)
          (insert (-((p : ℤ) + 1)) (Ioo (-((p + 1 : ℕ) : ℤ)) ((p + 1 : ℕ) : ℤ))) := by
        ext R
        simp only [mem_Ioo, mem_insert]
        omega
      rw [this, sum_insert (by simp only [mem_Ioo, mem_insert]; omega),
        sum_insert (by simp only [mem_Ioo]; omega), ← ih]
      simp only [sum_range_succ', Nat.cast_add, Nat.cast_one, Nat.cast_zero,
        add_sub_add_right_eq_sub, zero_sub, sub_zero]
      ring
  induction P with
  | zero => simp
  | succ n ih =>
    have hT : ∑ R ∈ Ioo (-(n : ℤ)) (n : ℤ), ((n : ℝ) - |(R : ℝ)|) * g R
        = ∑ R ∈ Ioo (-((n + 1 : ℕ) : ℤ)) ((n + 1 : ℕ) : ℤ), ((n : ℝ) - |(R : ℝ)|) * g R := by
      refine sum_subset (fun R hR => ?_) (fun R hR hR' => ?_)
      · simp only [mem_Ioo] at hR ⊢
        omega
      · simp only [mem_Ioo] at hR hR'
        rcases (by omega : R = (n : ℤ) ∨ R = -(n : ℤ)) with rfl | rfl <;> simp
    have e : ∑ R ∈ Ioo (-((n + 1 : ℕ) : ℤ)) ((n + 1 : ℕ) : ℤ),
          (((n + 1 : ℕ) : ℝ) - |(R : ℝ)|) * g R
        = ∑ R ∈ Ioo (-((n + 1 : ℕ) : ℤ)) ((n + 1 : ℕ) : ℤ), ((n : ℝ) - |(R : ℝ)|) * g R
          + ∑ R ∈ Ioo (-((n + 1 : ℕ) : ℤ)) ((n + 1 : ℕ) : ℤ), g R := by
      rw [← sum_add_distrib]
      refine sum_congr rfl fun R _ => ?_
      push_cast
      ring
    rw [e, ← hT, ← hnew n, ← ih]
    simp only [sum_range_succ, sum_add_distrib, sub_self]
    ring

/-- `P` times the tapered sum is twice the total of two energies: that of a cosine wave and that of
a sine wave, both cut to `P` sites. -/
theorem taper_eq_energy (Φ : ℤ →₀ ℝ) (P : ℕ) (x : ℝ) :
    P * taper Φ P x = 2 * (clusterEnergy Φ P (fun a => cos (a * x))
      + clusterEnergy Φ P (fun a => sin (a * x))) := by
  rcases Nat.eq_zero_or_pos P with rfl | hP
  · simp [clusterEnergy]
  have hP' : (P : ℝ) ≠ 0 := by positivity
  have h1 : P * taper Φ P x = ∑ R ∈ Ioo (-(P : ℤ)) (P : ℤ),
      ((P : ℝ) - |(R : ℝ)|) * (Φ R * cos (R * x)) := by
    rw [taper, mul_sum]
    refine sum_congr rfl fun R _ => ?_
    have e : (P : ℝ) * (|(R : ℝ)| / P) = |(R : ℝ)| := by field_simp
    linear_combination (-(Φ R * cos (R * x))) * e
  rw [h1, ← sum_pairs (fun R => Φ R * cos (R * x)) P, clusterEnergy, clusterEnergy,
    ← mul_add, ← mul_assoc, show (2 : ℝ) * (1 / 2) = 1 by norm_num, one_mul, ← sum_add_distrib]
  refine sum_congr rfl fun a _ => ?_
  rw [← sum_add_distrib]
  refine sum_congr rfl fun b _ => ?_
  push_cast
  rw [sub_mul, Real.cos_sub]
  ring

/-- Fejér taper: if `D(q) ≥ 0` for all `q`, then for every `P ≥ 1` the tapered dynamical
function is nonnegative at every wave number. -/
theorem taper_nonneg (Φ : ℤ →₀ ℝ) (h : ∀ q, 0 ≤ dyn Φ q) (P : ℕ) (hP : 1 ≤ P) (x : ℝ) :
    0 ≤ taper Φ P x := by
  have hP' : (0 : ℝ) < P := by exact_mod_cast hP
  refine (mul_nonneg_iff_of_pos_left hP').1 ?_
  rw [taper_eq_energy]
  exact mul_nonneg (by norm_num)
    (add_nonneg (clusterEnergy_nonneg Φ h P _) (clusterEnergy_nonneg Φ h P _))


/-- A chain with couplings `3/2`, `-1`, `1/4` at separations `0`, `±1`, `±2`. -/
def beam : ℤ →₀ ℝ :=
  Finsupp.single 0 (3 / 2) + Finsupp.single 1 (-1) + Finsupp.single (-1) (-1)
    + Finsupp.single 2 (1 / 4) + Finsupp.single (-2) (1 / 4)

/-- Abrupt truncation can destroy stability: this chain has `D(q) = (1 - cos q)²`, yet keeping
only `|R| < 2` at full weight gives `-1/2` at `q = 0`. -/
theorem abrupt_truncation_fails :
    (∀ q, dyn beam q = (1 - cos q) ^ 2) ∧
      ∑ R ∈ Ioo (-2 : ℤ) 2, beam R * cos (R * 0) = -1 / 2 := by
  constructor
  · intro q
    simp only [beam, dyn_add, dyn_single, Int.cast_neg, Int.cast_ofNat, Int.cast_one,
      Int.cast_zero, neg_mul, one_mul, zero_mul, Real.cos_neg, Real.cos_zero, Real.cos_two_mul]
    ring
  · have hI : Ioo (-2 : ℤ) 2 = {-1, 0, 1} := by decide
    rw [hI]
    norm_num [beam, Finsupp.single_apply]

end

end FejerTaper
```

```lean
#print axioms FejerTaper.taper_nonneg
#print axioms FejerTaper.abrupt_truncation_fails
```

```
'FejerTaper.taper_nonneg' depends on axioms: [propext, Classical.choice, Quot.sound]
'FejerTaper.abrupt_truncation_fails' depends on axioms: [propext, Classical.choice, Quot.sound]
```

## How the proof is assembled

`integral_dyn_mul_cos` is the cosine integral. In `clusterEnergy_nonneg`, `key` expands the squared modulus, `hI` integrates term by term, and `hswap` exchanges the two atoms. `sum_pairs` does the counting by induction: a new site at the end of the window adds one pair of each allowed separation. `taper_eq_energy` combines the two waves, and `taper_nonneg` divides by $P$.

The device behind the integral is `Finsupp.induction_linear`. It reduces a claim about all finitely supported couplings to three cases: zero, a sum of two coupling functions for which the claim holds, and a single coupling. The trigonometry is then needed only for one term $c\cos(Rq)$; the sum case uses linearity of the integral, with integrability from `dyn_continuous`.

## The taper in a phonon sum

To apply the taper to this scalar chain, multiply each force constant by its weight before evaluating the Fourier sum. The chain `beam` has couplings $3/2,-1,1/4$ at separations $0,\pm1,\pm2$, so $D(q)=(1-\cos q)^2$. Keeping $|R|<2$ at full weight gives $3/2-2\cos q$, which is $-1/2$ at $q=0$; this is `abrupt_truncation_fails`. The taper with $P=2$ halves the nearest-neighbour coupling and gives $3/2-\cos q\ge1/2$. The uniform translation, which cost no energy in the original chain, now has $D=1/2$: the taper preserves stability, but not the acoustic sum rule. Both truncated sums keep the self-term $\Phi(0)=3/2$. Resetting it to restore the sum rule subtracts the value at $q=0$: the abrupt cut becomes $2-2\cos q$, which is nonnegative, and the tapered sum becomes $1-\cos q$. So the instability in this example comes from the broken sum rule, and `taper_nonneg` makes no claim about sums corrected in this way.
